# Spin polarization and resistance of a transparent Valet-Fert interface

Let a ferromagnet on x ≤ 0 carry current density j into a normal metal on x ≥ 0, through an interface that has no contact resistance and flips no spins. Deep in the ferromagnet the spin current, up minus down, is b j; deep in the normal metal it is zero. A difference between the channel potentials builds up at the interface and relaxes on both sides. If both metals have the same spin resistance r = l/(s(1−b²)), with conductivity s, spin-diffusion length l and each metal's own polarization b (zero in the normal metal), they share the mismatch equally: with the ferromagnet's b, the interface spin current is b j/2 and the extra resistance times area is b² r/2. For unequal spin resistances r_F and r_N these become b j r_F/(r_F + r_N) and b² r_F r_N/(r_F + r_N).

## Two channels in each metal

A `Metal` holds s, l and b, with |b| < 1 so that both channels conduct.

In Lean 4 with Mathlib:

```lean
import Mathlib

open Set Filter Topology

namespace ValetFert

/-- A metal with conductivity `s > 0`, spin-diffusion length `l > 0` and conductivity
polarization `b`, `|b| < 1`. -/
structure Metal where
  s : ℝ
  l : ℝ
  b : ℝ
  s_pos : 0 < s
  l_pos : 0 < l
  b_lt : |b| < 1

/-- Spin resistance `l / (s (1 - b²))` of a metal. -/
noncomputable def Metal.r (M : Metal) : ℝ := M.l / (M.s * (1 - M.b ^ 2))
```

A `Profile` holds the potentials up, dn and currents jup, jdn. Define the accumulation A = up − dn and the mean potential m = (up + dn)/2. The equations are

up′ = jup/(s(1+b)/2), dn′ = jdn/(s(1−b)/2)

jup + jdn = j, A″ = A/l², A bounded.

The potential's sign is chosen so that it rises along the current. The diffusion equation is assumed: it stands for spin-flip relaxation balancing diffusion. In `Steady`, `slope` is A′ written through Ohm's law, and derivatives at the boundary are one-sided.

```lean
/-- Potentials and current densities of the up and down channels along `x`. -/
structure Profile where
  up : ℝ → ℝ
  dn : ℝ → ℝ
  jup : ℝ → ℝ
  jdn : ℝ → ℝ

/-- Spin accumulation: the difference of the channel potentials. -/
def Profile.acc (P : Profile) (x : ℝ) : ℝ := P.up x - P.dn x

/-- Mean of the two channel potentials. -/
noncomputable def Profile.mean (P : Profile) (x : ℝ) : ℝ := (P.up x + P.dn x) / 2

/-- Difference of the channel fields, each being current over channel conductivity. -/
noncomputable def Profile.slope (P : Profile) (M : Metal) (x : ℝ) : ℝ :=
  P.jup x / (M.s * (1 + M.b) / 2) - P.jdn x / (M.s * (1 - M.b) / 2)

/-- Steady state in the region `S` of a metal: Ohm's law in each channel, total current `j`,
and a bounded accumulation with `A'' = A / l²`. -/
structure Steady (M : Metal) (S : Set ℝ) (j : ℝ) (P : Profile) : Prop where
  ohm_up : ∀ x ∈ S, HasDerivWithinAt P.up (P.jup x / (M.s * (1 + M.b) / 2)) S x
  ohm_dn : ∀ x ∈ S, HasDerivWithinAt P.dn (P.jdn x / (M.s * (1 - M.b) / 2)) S x
  total : ∀ x ∈ S, P.jup x + P.jdn x = j
  diffusion : ∀ x ∈ S, HasDerivWithinAt (P.slope M) (P.acc x / M.l ^ 2) S x
  bounded : ∃ C, ∀ x ∈ S, |P.acc x| ≤ C
```

`Interface` joins metals `L` and `R`, with profiles `F` and `N`. Continuous potentials mean no intrinsic contact resistance; a continuous up current, with the common total, means no spin flips at the interface. The model is one-dimensional, linear and collinear.

```lean
/-- Metal `L` fills `x ≤ 0` and metal `R` fills `x ≥ 0`, both in a steady state with total
current `j`; the channel potentials and the up current are continuous at `0`. -/
structure Interface (L R : Metal) (j : ℝ) (F N : Profile) : Prop where
  left : Steady L (Iic 0) j F
  right : Steady R (Ici 0) j N
  up : F.up 0 = N.up 0
  dn : F.dn 0 = N.dn 0
  jup : F.jup 0 = N.jup 0
```

## The accumulation decays exponentially

For k = ±1/l,

[(A′ + kA)e^(−kx)]′ = (A″ − k²A)e^(−kx) = 0.

So A′ + A/l = K e^(x/l) and A′ − A/l = K₂ e^(−x/l), with constants K and K₂. Subtracting,

2A/l = K e^(x/l) − K₂ e^(−x/l).

On the half-line x ≥ 0, boundedness forces K = 0, hence A = A(0)e^(−x/l) and A′ = −A/l. In `decay`, `inv` supplies the two integrals and `hp` proves K = 0 by a limit.

```lean
/-- A quantity with zero gradient on the half-line `x ≥ 0` keeps its boundary value. -/
theorem eq_boundary {f : ℝ → ℝ} (hf : ∀ x ∈ Ici (0 : ℝ), HasDerivWithinAt f 0 (Ici 0) x) :
    ∀ x ∈ Ici (0 : ℝ), f x = f 0 := fun x hx =>
  constant_of_has_deriv_right_zero (a := 0) (b := x)
    (fun y hy => (hf y hy.1).continuousWithinAt.mono (fun _ hz => hz.1))
    (fun y hy => (hf y hy.1).mono (Ici_subset_Ici.2 hy.1)) x ⟨hx, le_rfl⟩

/-- The factor `exp (-x/l)` with `l > 0` vanishes far from the boundary. -/
theorem tendsto_decay {l : ℝ} (hl : 0 < l) :
    Tendsto (fun x : ℝ => Real.exp (-(x / l))) atTop (𝓝 0) :=
  Real.tendsto_exp_neg_atTop_nhds_zero.comp (tendsto_id.atTop_div_const hl)

/-- A bounded solution of `A'' = A / l²`, `l > 0`, on `x ≥ 0` is `A(0) exp (-x/l)`, with
gradient `-A / l`. -/
theorem decay {l C : ℝ} (hl : 0 < l) {A A' : ℝ → ℝ}
    (h1 : ∀ x ∈ Ici (0 : ℝ), HasDerivWithinAt A (A' x) (Ici 0) x)
    (h2 : ∀ x ∈ Ici (0 : ℝ), HasDerivWithinAt A' (A x / l ^ 2) (Ici 0) x)
    (hC : ∀ x ∈ Ici (0 : ℝ), |A x| ≤ C) :
    ∀ x ∈ Ici (0 : ℝ), A x = A 0 * Real.exp (-(x / l)) ∧ A' x = -(A x / l) := by
  -- first integrals, one for each root `k = ± 1/l`
  have inv : ∀ k : ℝ, k ^ 2 = 1 / l ^ 2 → ∀ x ∈ Ici (0 : ℝ),
      (A' x + k * A x) * Real.exp (-(k * x)) = A' 0 + k * A 0 := by
    intro k hk x hx
    have h := eq_boundary (f := fun x => (A' x + k * A x) * Real.exp (-(k * x)))
      (fun y hy => by
        have e : HasDerivAt (fun y => Real.exp (-(k * y)))
            (Real.exp (-(k * y)) * (-(k * 1))) y :=
          (((hasDerivAt_id' y).const_mul k).fun_neg).exp
        have m : HasDerivWithinAt (fun y => (A' y + k * A y) * Real.exp (-(k * y)))
            ((A y / l ^ 2 + k * A' y) * Real.exp (-(k * y))
              + (A' y + k * A y) * (Real.exp (-(k * y)) * (-(k * 1)))) (Ici 0) y :=
          ((h2 y hy).add ((h1 y hy).const_mul k)).mul e.hasDerivWithinAt
        exact m.congr_deriv (by linear_combination (-(Real.exp (-(k * y)) * A y)) * hk)) x hx
    simpa only [mul_zero, neg_zero, Real.exp_zero, mul_one] using h
  have i1 : ∀ x ∈ Ici (0 : ℝ),
      (A' x + 1 / l * A x) * Real.exp (-(x / l)) = A' 0 + 1 / l * A 0 := by
    intro x hx
    have h := inv (1 / l) (by ring) x hx
    rwa [show -(1 / l * x) = -(x / l) by ring] at h
  have i2 : ∀ x ∈ Ici (0 : ℝ),
      A' x - A x / l = (A' 0 + -(1 / l) * A 0) * Real.exp (-(x / l)) := by
    intro x hx
    have h := inv (-(1 / l)) (by ring) x hx
    have hE : Real.exp (-(-(1 / l) * x)) * Real.exp (-(x / l)) = 1 := by
      rw [← Real.exp_add, show -(-(1 / l) * x) + -(x / l) = 0 by ring, Real.exp_zero]
    linear_combination Real.exp (-(x / l)) * h - (A' x - A x / l) * hE
  -- boundedness removes the growing exponential
  have hp : A' 0 + 1 / l * A 0 = 0 := by
    have t := (tendsto_decay hl).const_mul (2 / l * C + |A' 0 + -(1 / l) * A 0| * 1)
    rw [mul_zero] at t
    refine abs_nonpos_iff.1 (ge_of_tendsto t ?_)
    filter_upwards [eventually_ge_atTop (0 : ℝ)] with x hx
    have he := Real.exp_pos (-(x / l))
    have he1 : Real.exp (-(x / l)) ≤ 1 :=
      Real.exp_le_one_iff.2 (neg_nonpos.2 (div_nonneg hx hl.le))
    have h3 : A' 0 + 1 / l * A 0 = (2 / l * A x
        + (A' 0 + -(1 / l) * A 0) * Real.exp (-(x / l))) * Real.exp (-(x / l)) := by
      linear_combination Real.exp (-(x / l)) * i2 x hx - i1 x hx
    rw [h3, abs_mul, abs_of_pos he]
    refine mul_le_mul_of_nonneg_right ((abs_add_le _ _).trans ?_) he.le
    rw [abs_mul, abs_mul, abs_of_pos he, abs_of_pos (show 0 < 2 / l by positivity)]
    exact add_le_add (mul_le_mul_of_nonneg_left (hC x hx) (by positivity))
      (mul_le_mul_of_nonneg_left he1 (abs_nonneg _))
  intro x hx
  have s : A' x + 1 / l * A x = 0 :=
    (mul_eq_zero.1 ((i1 x hx).trans hp)).resolve_right (Real.exp_pos _).ne'
  have q : A x / l = A 0 * Real.exp (-(x / l)) / l := by
    linear_combination (1 / 2) * s - (1 / 2) * i2 x hx - (Real.exp (-(x / l)) / 2) * hp
  exact ⟨(div_left_inj' hl.ne').1 q, by linear_combination s⟩
```

Reflecting x and reversing the currents carries this to the left metal.

```lean
/-- Mirror image of a profile: positions and currents change sign. -/
def Profile.mirror (P : Profile) : Profile :=
  ⟨fun x => P.up (-x), fun x => P.dn (-x), fun x => -P.jup (-x), fun x => -P.jdn (-x)⟩

/-- The mirror image of a steady state on `x ≤ 0` is a steady state on `x ≥ 0` with the
total current reversed. -/
theorem Steady.mirror {M : Metal} {j : ℝ} {P : Profile} (h : Steady M (Iic 0) j P) :
    Steady M (Ici 0) (-j) P.mirror := by
  have hm : ∀ x ∈ Ici (0 : ℝ), -x ∈ Iic (0 : ℝ) := fun x hx => by simpa using hx
  have key : ∀ (f : ℝ → ℝ) (f' x : ℝ), HasDerivWithinAt f f' (Iic 0) (-x) →
      HasDerivWithinAt (fun y => f (-y)) (-f') (Ici 0) x := by
    intro f f' x hf
    have hn : HasDerivWithinAt (fun y : ℝ => -y) (-1) (Ici 0) x :=
      (hasDerivAt_neg' x).hasDerivWithinAt
    exact (HasDerivWithinAt.comp x hf hn hm).congr_deriv (by ring)
  refine ⟨fun x hx => ?_, fun x hx => ?_, fun x hx => ?_, fun x hx => ?_, ?_⟩
  · exact (key _ _ x (h.ohm_up _ (hm x hx))).congr_deriv (by simp only [Profile.mirror]; ring)
  · exact (key _ _ x (h.ohm_dn _ (hm x hx))).congr_deriv (by simp only [Profile.mirror]; ring)
  · have t := h.total _ (hm x hx)
    simp only [Profile.mirror]
    linarith
  · have d : HasDerivWithinAt (fun y => -P.slope M (-y)) (-(-(P.acc (-x) / M.l ^ 2)))
        (Ici 0) x := (key _ _ x (h.diffusion _ (hm x hx))).neg
    have e : ∀ y, P.mirror.slope M y = -P.slope M (-y) := fun y => by
      simp only [Profile.mirror, Profile.slope]; ring
    exact (d.congr (fun y _ => e y) (e x)).congr_deriv (neg_neg _)
  · obtain ⟨C, hC⟩ := h.bounded
    exact ⟨C, fun x hx => hC _ (hm x hx)⟩
```

## One metal seen from its boundary

Write q = jup − jdn at x = 0. Subtracting the Ohm laws gives

A′(0) = 2(q − b j)/(s(1−b²)).

Since A′(0) = −A(0)/l,

A(0) = 2r(b j − q).

The weighted potential (1+b)up/2 + (1−b)dn/2 = m + bA/2 has gradient j/s. Therefore

m(x) − jx/s = m(0) + bA(0)/2 − bA(x)/2 → m(0) + bA(0)/2.

`half_space` proves both results; `W` says that the weighted potential minus jx/s keeps its boundary value, and `linear_combination` does the algebra.

```lean
/-- In a steady state on `x ≥ 0` the boundary accumulation is `2r (b j - q)`, with `q` the boundary
spin current, and the mean potential approaches an ohmic line with offset `mean(0) + b A(0) / 2`. -/
theorem half_space {M : Metal} {j : ℝ} {P : Profile} (h : Steady M (Ici 0) j P) :
    P.acc 0 = 2 * M.r * (M.b * j - (P.jup 0 - P.jdn 0)) ∧
    Tendsto (fun x => P.mean x - j * x / M.s) atTop (𝓝 (P.mean 0 + M.b * P.acc 0 / 2)) := by
  obtain ⟨b1, b2⟩ := abs_lt.1 M.b_lt
  have hs := M.s_pos.ne'
  have hu : 1 + M.b ≠ 0 := by linarith
  have hd : 1 - M.b ≠ 0 := by linarith
  obtain ⟨C, hC⟩ := h.bounded
  have D := decay M.l_pos (A := P.acc) (A' := P.slope M)
    (fun x hx => (h.ohm_up x hx).sub (h.ohm_dn x hx)) h.diffusion hC
  have cu : ∀ y : ℝ, (1 + M.b) / 2 * (y / (M.s * (1 + M.b) / 2)) = y / M.s := fun y => by
    field_simp
  have cd : ∀ y : ℝ, (1 - M.b) / 2 * (y / (M.s * (1 - M.b) / 2)) = y / M.s := fun y => by
    field_simp
  constructor
  · have hb := (sq_lt_one_iff_abs_lt_one M.b).2 M.b_lt
    have hD : 0 < M.s * (1 - M.b ^ 2) := mul_pos M.s_pos (by linarith)
    have hr : M.r * (M.s * (1 - M.b ^ 2)) = M.l := div_mul_cancel₀ _ hD.ne'
    have hl : P.slope M 0 * M.l = -P.acc 0 := by
      rw [(D 0 self_mem_Ici).2, neg_mul, div_mul_cancel₀ _ M.l_pos.ne']
    have e : P.jup 0 * (1 - M.b) - P.jdn 0 * (1 + M.b)
        = M.s * (1 - M.b ^ 2) / 2 * P.slope M 0 := by
      have c1 : P.jup 0 / M.s * M.s = P.jup 0 := div_mul_cancel₀ _ hs
      have c2 : P.jdn 0 / M.s * M.s = P.jdn 0 := div_mul_cancel₀ _ hs
      unfold Profile.slope
      linear_combination (-(1 - M.b)) * c1 + (1 + M.b) * c2
        - M.s * (1 - M.b) * cu (P.jup 0) + M.s * (1 + M.b) * cd (P.jdn 0)
    linear_combination 2 * M.r * e + 2 * M.r * M.b * h.total 0 self_mem_Ici
      + P.slope M 0 * hr + hl
  · -- the conductivity-weighted potential is exactly ohmic
    have W := eq_boundary
      (f := fun x => (1 + M.b) / 2 * P.up x + (1 - M.b) / 2 * P.dn x - j / M.s * x)
      (fun x hx => ((((h.ohm_up x hx).const_mul ((1 + M.b) / 2)).add
        ((h.ohm_dn x hx).const_mul ((1 - M.b) / 2))).sub
        ((hasDerivAt_id' x).const_mul (j / M.s)).hasDerivWithinAt).congr_deriv (by
          linear_combination cu (P.jup x) + cd (P.jdn x) + (1 / M.s) * h.total x hx))
    have t : Tendsto (fun x => P.mean 0 + M.b * P.acc 0 / 2
        - M.b / 2 * P.acc 0 * Real.exp (-(x / M.l))) atTop
        (𝓝 (P.mean 0 + M.b * P.acc 0 / 2 - M.b / 2 * P.acc 0 * 0)) :=
      tendsto_const_nhds.sub ((tendsto_decay M.l_pos).const_mul (M.b / 2 * P.acc 0))
    rw [mul_zero, sub_zero] at t
    refine t.congr' ?_
    filter_upwards [eventually_ge_atTop (0 : ℝ)] with x hx
    have a := (D x hx).1
    have c := W x hx
    simp only [Profile.mean, Profile.acc] at a c ⊢
    linear_combination (M.b / 2) * a - c
```

## Matching the two metals

The reflected left metal and the right metal give

A(0) = 2r_L(q − b_L j) = 2r_R(b_R j − q).

Because r_L + r_R > 0, these solve to

q = (b_L r_L + b_R r_R)j/(r_L + r_R)

A(0) = 2(b_R − b_L)r_L r_R j/(r_L + r_R).

```lean
/-- The spin resistance is positive. -/
theorem Metal.r_pos (M : Metal) : 0 < M.r := by
  have h := (sq_lt_one_iff_abs_lt_one M.b).2 M.b_lt
  exact div_pos M.l_pos (mul_pos M.s_pos (by linarith))

/-- Spin current and spin accumulation at the interface of two metals carrying total
current `j`. -/
theorem interface_state {L R : Metal} {j : ℝ} {F N : Profile} (h : Interface L R j F N) :
    F.jup 0 - F.jdn 0 = (L.b * L.r + R.b * R.r) / (L.r + R.r) * j ∧
    F.acc 0 = 2 * (R.b - L.b) * L.r * R.r / (L.r + R.r) * j := by
  have hl := (half_space h.left.mirror).1
  have hr := (half_space h.right).1
  have hd : F.jdn 0 = N.jdn 0 := by
    linarith [h.left.total 0 self_mem_Iic, h.right.total 0 self_mem_Ici, h.jup]
  simp only [Profile.mirror, Profile.acc, neg_zero] at hl hr ⊢
  rw [← h.up, ← h.dn, ← h.jup, ← hd] at hr
  have hne : L.r + R.r ≠ 0 := (add_pos L.r_pos R.r_pos).ne'
  constructor
  · rw [div_mul_eq_mul_div, eq_div_iff hne]
    linear_combination (1 / 2) * hr - (1 / 2) * hl
  · rw [div_mul_eq_mul_div, eq_div_iff hne]
    linear_combination R.r * hl + L.r * hr
```

The far-field ohmic lines have offsets c_L and c_R, each m(0) + bA(0)/2 with its own b, so

c_R − c_L = (b_R − b_L)A(0)/2 = (b_L − b_R)² r_L r_R j/(r_L + r_R).

```lean
/-- The ohmic lines approached by the mean potential far left and far right are offset by
`(b₁ - b₂)² r₁ r₂ / (r₁ + r₂)` times the total current. -/
theorem interface_drop {L R : Metal} {j : ℝ} {F N : Profile} (h : Interface L R j F N) :
    ∃ cL cR, Tendsto (fun x => F.mean x - j * x / L.s) atBot (𝓝 cL) ∧
      Tendsto (fun x => N.mean x - j * x / R.s) atTop (𝓝 cR) ∧
      cR - cL = (L.b - R.b) ^ 2 * L.r * R.r / (L.r + R.r) * j := by
  refine ⟨_, _, ((half_space h.left.mirror).2.comp tendsto_neg_atBot_atTop).congr
    (fun x => ?_), (half_space h.right).2, ?_⟩
  · simp only [Function.comp_apply, Profile.mirror, Profile.mean, neg_neg]
    ring
  · have a := (interface_state h).2
    simp only [Profile.mirror, Profile.mean, Profile.acc, neg_zero] at a ⊢
    rw [← h.up, ← h.dn]
    linear_combination ((R.b - L.b) / 2) * a
```

Setting b_R = 0 makes r_R = l_R/s_R. Dividing by j ≠ 0 gives the injected polarization b_L r_L/(r_L + r_R) and the interface resistance times area, b_L² r_L r_R/(r_L + r_R). When r_R ≫ r_L, the polarization tends to zero and the resistance to b_L² r_L: within this linear model, that is the conductivity-mismatch problem of spin injection.

```lean
/-- Valet-Fert interface: from a ferromagnet into a normal metal (`b = 0`), a current `j ≠ 0` has
polarization `b r_F / (r_F + r_N)` at the interface, and the extrapolated potential step (right
minus left) per current is `b² r_F r_N / (r_F + r_N)`, with `r_N = l_N / s_N`. -/
theorem valet_fert {L R : Metal} {j : ℝ} {F N : Profile} (h : Interface L R j F N)
    (hR : R.b = 0) (hj : j ≠ 0) :
    (F.jup 0 - F.jdn 0) / j = L.b * L.r / (L.r + R.l / R.s) ∧
    ∃ cL cR, Tendsto (fun x => F.mean x - j * x / L.s) atBot (𝓝 cL) ∧
      Tendsto (fun x => N.mean x - j * x / R.s) atTop (𝓝 cR) ∧
      (cR - cL) / j = L.b ^ 2 * L.r * (R.l / R.s) / (L.r + R.l / R.s) := by
  have hr : R.r = R.l / R.s := by simp [Metal.r, hR]
  obtain ⟨cL, cR, h1, h2, h3⟩ := interface_drop h
  refine ⟨?_, cL, cR, h1, h2, ?_⟩
  · rw [(interface_state h).1, mul_div_cancel_right₀ _ hj, hR, hr, zero_mul, add_zero]
  · rw [h3, mul_div_cancel_right₀ _ hj, hR, hr, sub_zero]
```

## A steady state exists for every current

Take A = a e^(kx), with k = 1/l_L on the left and −1/l_R on the right, and split it between the channels so that the weighted potential stays ohmic. `mode_steady` checks the equations in each metal. With a equal to the A(0) found above and a right-hand offset (b_R − b_L)a/2, potentials and currents match; `bal` is the spin-current balance.

```lean
/-- Profile with accumulation `a exp (k x)` on top of an ohmic line with offset `c`. -/
noncomputable def Metal.mode (M : Metal) (k a c j : ℝ) : Profile where
  up x := j / M.s * x + c + (1 - M.b) / 2 * (a * Real.exp (k * x))
  dn x := j / M.s * x + c - (1 + M.b) / 2 * (a * Real.exp (k * x))
  jup x := (1 + M.b) / 2 * j + k * M.s * (1 - M.b ^ 2) / 4 * (a * Real.exp (k * x))
  jdn x := (1 - M.b) / 2 * j - k * M.s * (1 - M.b ^ 2) / 4 * (a * Real.exp (k * x))

/-- The exponential profile is a steady state wherever `k x ≤ 0`, if `k² = 1 / l²`. -/
theorem mode_steady (M : Metal) {S : Set ℝ} {k : ℝ} (a c j : ℝ) (hk : k ^ 2 = 1 / M.l ^ 2)
    (hS : ∀ x ∈ S, k * x ≤ 0) : Steady M S j (M.mode k a c j) := by
  obtain ⟨b1, b2⟩ := abs_lt.1 M.b_lt
  have hj : j / M.s * M.s = j := div_mul_cancel₀ _ M.s_pos.ne'
  have pu : M.s * (1 + M.b) / 2 ≠ 0 :=
    (div_pos (mul_pos M.s_pos (by linarith)) two_pos).ne'
  have pd : M.s * (1 - M.b) / 2 ≠ 0 :=
    (div_pos (mul_pos M.s_pos (by linarith)) two_pos).ne'
  have e : ∀ x, HasDerivAt (fun x => a * Real.exp (k * x)) (k * (a * Real.exp (k * x))) x :=
    fun x => ((((hasDerivAt_id' x).const_mul k).exp).const_mul a).congr_deriv (by ring)
  have gu : ∀ x, (M.mode k a c j).jup x / (M.s * (1 + M.b) / 2)
      = j / M.s + (1 - M.b) / 2 * (k * (a * Real.exp (k * x))) := fun x => by
    rw [div_eq_iff pu]
    simp only [Metal.mode]
    linear_combination (-(1 + M.b) / 2) * hj
  have gd : ∀ x, (M.mode k a c j).jdn x / (M.s * (1 - M.b) / 2)
      = j / M.s - (1 + M.b) / 2 * (k * (a * Real.exp (k * x))) := fun x => by
    rw [div_eq_iff pd]
    simp only [Metal.mode]
    linear_combination (-(1 - M.b) / 2) * hj
  have ea : ∀ x, (M.mode k a c j).acc x = a * Real.exp (k * x) := fun x => by
    simp only [Metal.mode, Profile.acc]; ring
  have line : ∀ x, HasDerivAt (fun x => j / M.s * x + c) (j / M.s) x := fun x =>
    (((hasDerivAt_id' x).const_mul (j / M.s)).add_const c).congr_deriv (mul_one _)
  refine ⟨fun x _ => ?_, fun x _ => ?_, fun x _ => ?_, fun x _ => ?_, |a|, fun x hx => ?_⟩
  · rw [gu]
    exact ((line x).add ((e x).const_mul _)).hasDerivWithinAt
  · rw [gd]
    exact ((line x).sub ((e x).const_mul _)).hasDerivWithinAt
  · simp only [Metal.mode]; ring
  · have es : ∀ y, (M.mode k a c j).slope M y = k * (a * Real.exp (k * y)) := fun y => by
      rw [Profile.slope, gu, gd]; ring
    rw [ea]
    exact (((e x).const_mul k).hasDerivWithinAt.congr (fun y _ => es y) (es x)).congr_deriv
      (by linear_combination (a * Real.exp (k * x)) * hk)
  · rw [ea, abs_mul, abs_of_pos (Real.exp_pos _)]
    exact mul_le_of_le_one_right (abs_nonneg a) (Real.exp_le_one_iff.2 (hS x hx))

/-- For any two metals and any current, exponential profiles with interface accumulation
`a = 2 (b₂ - b₁) r₁ r₂ j / (r₁ + r₂)` form a steady state of the interface. -/
theorem interface_witness (L R : Metal) (j a : ℝ)
    (ha : a = 2 * (R.b - L.b) * L.r * R.r / (L.r + R.r) * j) :
    Interface L R j (L.mode (1 / L.l) a 0 j)
      (R.mode (-(1 / R.l)) a ((R.b - L.b) / 2 * a) j) := by
  have q : ∀ M : Metal, 1 / M.l * M.s * (1 - M.b ^ 2) = 1 / M.r := fun M => by
    rw [Metal.r, one_div_div]; ring
  have h1 : L.r * (1 / L.r) = 1 := mul_one_div_cancel L.r_pos.ne'
  have h2 : R.r * (1 / R.r) = 1 := mul_one_div_cancel R.r_pos.ne'
  have h3 : (L.r + R.r) * (1 / (L.r + R.r)) = 1 :=
    mul_one_div_cancel (add_pos L.r_pos R.r_pos).ne'
  -- balance of the spin currents drained by the two sides
  have bal : a * (1 / L.r + 1 / R.r) = 2 * (R.b - L.b) * j := by
    rw [ha]
    linear_combination (2 * (R.b - L.b) * j) * (1 / (L.r + R.r) * R.r * h1
      + 1 / (L.r + R.r) * L.r * h2 + h3)
  refine ⟨mode_steady L a _ j (by ring) (fun x hx => ?_),
    mode_steady R a _ j (by ring) (fun x hx => ?_), ?_, ?_, ?_⟩
  · exact mul_nonpos_of_nonneg_of_nonpos (one_div_pos.2 L.l_pos).le hx
  · exact mul_nonpos_of_nonpos_of_nonneg (neg_nonpos.2 (one_div_pos.2 R.l_pos).le) hx
  · simp only [Metal.mode, mul_zero, Real.exp_zero]; ring
  · simp only [Metal.mode, mul_zero, Real.exp_zero]; ring
  · simp only [Metal.mode, mul_zero, Real.exp_zero]
    linear_combination (a / 4) * q L + (a / 4) * q R + (1 / 4) * bal

end ValetFert
```

```lean
#print axioms ValetFert.valet_fert
```

```
'ValetFert.valet_fert' depends on axioms: [propext, Classical.choice, Quot.sound]
```
